# Wrongly ordered frozen orbitals and the unique self-consistent weight in a two-level model with repulsion

In a GW calculation on a donor–acceptor pair, it is useful to check the order of the starting levels before the orbitals are frozen. A one-shot calculation corrects the energies but keeps the starting orbitals. If the acceptor should lie above the donor but the start places it below, the lower orbital sits mainly on the wrong site, and an energy correction leaves it there. The question is what changes when the orbital is allowed to respond to its own charge.

In the two-level model below, a wrongly ordered start gives a frozen lower orbital with more than half its weight on the acceptor. If the empty acceptor lies above the donor and charge on it can only raise its level, the lower orbital has exactly one self-consistent weight on the acceptor, and it is below one half.

```lean
import Mathlib

open Matrix Filter Topology

namespace GWStartingPoint

noncomputable section
```

## Two levels and a charge-dependent shift

The donor and acceptor orbitals are orthonormal. The donor level is the zero of energy, the acceptor level is x, and the coupling is −t with t > 0:

H(x) = [[0, −t], [−t, x]].

In Lean, index 0 is the donor and index 1 the acceptor.

```lean
/-- Two-level Hamiltonian: donor level at zero, acceptor level at `x`, coupling `-t`. -/
def hamiltonian (t x : ℝ) : Matrix (Fin 2) (Fin 2) ℝ := !![0, -t; -t, x]
```

The lower orbital is a real vector v with v₀² + v₁² = 1 and H(x)v = Ev, where E is no larger than any other eigenvalue. This definition contains no formula for the weight, so the formula has to be derived.

```lean
/-- A lower orbital is a normalised eigenvector whose eigenvalue is the smallest one. -/
def IsLowerOrbital (t x : ℝ) (v : Fin 2 → ℝ) : Prop :=
  v 0 ^ 2 + v 1 ^ 2 = 1 ∧ ∃ E : ℝ, hamiltonian t x *ᵥ v = E • v ∧
    ∀ (F : ℝ) (w : Fin 2 → ℝ), w ≠ 0 → hamiltonian t x *ᵥ w = F • w → E ≤ F
```

With s = √(x² + 4t²), the acceptor weight will turn out to be

f(x) = (1 − x/s)/2.

Lean calls this function `acceptorWeight t x`.

```lean
/-- The closed formula for the acceptor weight, for `x` and `t` not both zero. -/
def acceptorWeight (t x : ℝ) : ℝ := (1 - x / √(x ^ 2 + 4 * t ^ 2)) / 2
```

The lower orbital is taken to hold two electrons and the upper one none, so the weight of the lower orbital on the acceptor measures the charge there. Let d be the acceptor level when the acceptor is empty, and U the rise of that level per unit weight of the lower orbital on it. The constant U stands for the repulsion from charge on the acceptor. It is a parameter here and is not computed from a screened interaction. A number n is self-consistent if it is the acceptor weight v₁² of a lower orbital of H(d + Un).

The step from this model to a real GW calculation is the assumption that the Hartree potential and the self-energy, taken together, respond to the charge on the pair only through the static shift Un. The frequency dependence of the self-energy, and any change of the donor level or the coupling, are left out.

```lean
/-- The weight `n` is self-consistent if it is the acceptor weight of a lower orbital
of the Hamiltonian whose acceptor level is `d + U n`. -/
def IsSelfConsistent (t d U n : ℝ) : Prop :=
  ∃ v, IsLowerOrbital t (d + U * n) v ∧ n = v 1 ^ 2
```

## The weight of the lower orbital

Written out by rows, the eigenvalue equation is

−t v₁ = E v₀,
−t v₀ + x v₁ = E v₁.

```lean
/-- The eigenvalue equation written out on the donor and the acceptor. -/
theorem eigen_iff (t x E : ℝ) (v : Fin 2 → ℝ) :
    hamiltonian t x *ᵥ v = E • v ↔
      -t * v 1 = E * v 0 ∧ -t * v 0 + x * v 1 = E * v 1 := by
  constructor
  · intro h
    have h0 := congrFun h 0
    have h1 := congrFun h 1
    simp [hamiltonian, Matrix.mulVec, dotProduct, Fin.sum_univ_two] at h0 h1
    constructor <;> linarith
  · rintro ⟨h0, h1⟩
    ext i
    fin_cases i
    · simp [hamiltonian, Matrix.mulVec, dotProduct, Fin.sum_univ_two]
      linarith
    · simp [hamiltonian, Matrix.mulVec, dotProduct, Fin.sum_univ_two]
      linarith
```

Eliminating one component at a time gives (E² − xE − t²)v₀ = 0 and (E² − xE − t²)v₁ = 0. Since v is not zero,

E² − xE − t² = 0.

In Lean, `linear_combination` carries out the two eliminations.

```lean
/-- The energy of every nonzero eigenvector solves the secular equation. -/
theorem secular_equation {t x E : ℝ} {v : Fin 2 → ℝ} (hv : v ≠ 0)
    (h : hamiltonian t x *ᵥ v = E • v) : E ^ 2 - x * E - t ^ 2 = 0 := by
  obtain ⟨h0, h1⟩ := (eigen_iff t x E v).1 h
  by_contra hne
  have a0 : (E ^ 2 - x * E - t ^ 2) * v 0 = 0 := by
    linear_combination (x - E) * h0 + t * h1
  have a1 : (E ^ 2 - x * E - t ^ 2) * v 1 = 0 := by
    linear_combination t * h0 - E * h1
  apply hv
  ext i
  fin_cases i
  · exact (mul_eq_zero.1 a0).resolve_left hne
  · exact (mul_eq_zero.1 a1).resolve_left hne
```

The roots add up to x, so the second root is x − E, with eigenvector (t, E − x). Minimality gives E ≤ x − E. The secular equation also gives (x − 2E)² = s², hence x − 2E = s. Multiply the acceptor row by v₁, subtract the donor row times v₀, and use the normalisation:

v₁²(x − 2E) = −E.

Inserting E = (x − s)/2 yields v₁² = (s − x)/(2s) = f(x). The displayed product is `key` in the code.

```lean
/-- For `t > 0`, every lower orbital has the acceptor weight given by the closed formula. -/
theorem lowerOrbital_weight {t x : ℝ} (ht : 0 < t) {v : Fin 2 → ℝ}
    (hv : IsLowerOrbital t x v) : v 1 ^ 2 = acceptorWeight t x := by
  obtain ⟨hn, E, hE, hmin⟩ := hv
  have hv0 : v ≠ 0 := by
    intro h
    simp [h] at hn
  have hsec := secular_equation hv0 hE
  obtain ⟨h0, h1⟩ := (eigen_iff t x E v).1 hE
  -- the second root of the secular equation is `x - E`
  have hother : E ≤ x - E := by
    refine hmin (x - E) ![t, E - x] (fun h => ht.ne' (by simpa using congrFun h 0))
      ((eigen_iff _ _ _ _).2 ⟨?_, ?_⟩)
    · show -t * (E - x) = (x - E) * t
      ring
    · show -t * t + x * (E - x) = (x - E) * (E - x)
      linear_combination hsec
  have hs : √(x ^ 2 + 4 * t ^ 2) = x - 2 * E := by
    rw [show x ^ 2 + 4 * t ^ 2 = (x - 2 * E) ^ 2 by linear_combination -4 * hsec]
    exact Real.sqrt_sq (by linarith)
  have hpos : 0 < √(x ^ 2 + 4 * t ^ 2) := by positivity
  rw [hs] at hpos
  have key : v 1 ^ 2 * (x - 2 * E) = -E := by
    linear_combination v 1 * h1 - v 0 * h0 - E * hn
  have hq : x / (x - 2 * E) = 1 - 2 * v 1 ^ 2 := by
    rw [div_eq_iff hpos.ne']
    linear_combination 2 * key
  rw [acceptorWeight, hs, hq]
  ring
```

A lower orbital does exist. Take E = (x − s)/2 and N = √(t² + E²); then

v = (t, −E)/N

is normalised and satisfies both rows. If another eigenvalue F were below E, then x − 2F would exceed s, whereas the secular equation requires (x − 2F)² = s².

```lean
/-- For `t > 0` a lower orbital exists at every acceptor level. -/
theorem exists_lowerOrbital {t : ℝ} (ht : 0 < t) (x : ℝ) : ∃ v, IsLowerOrbital t x v := by
  obtain ⟨s, hs⟩ : ∃ s, s = √(x ^ 2 + 4 * t ^ 2) := ⟨_, rfl⟩
  have hs0 : 0 < s := by rw [hs]; positivity
  have hs2 : s ^ 2 = x ^ 2 + 4 * t ^ 2 := by rw [hs]; exact Real.sq_sqrt (by positivity)
  obtain ⟨E, hE⟩ : ∃ E, E = (x - s) / 2 := ⟨_, rfl⟩
  have hsec : E ^ 2 - x * E - t ^ 2 = 0 := by rw [hE]; linear_combination hs2 / 4
  obtain ⟨N, hN⟩ : ∃ N, N = √(t ^ 2 + E ^ 2) := ⟨_, rfl⟩
  have hN0 : 0 < N := by rw [hN]; positivity
  have hN2 : N ^ 2 = t ^ 2 + E ^ 2 := by rw [hN]; exact Real.sq_sqrt (by positivity)
  refine ⟨![t / N, -E / N], ?_, E, (eigen_iff _ _ _ _).2 ⟨?_, ?_⟩, ?_⟩
  · show (t / N) ^ 2 + (-E / N) ^ 2 = 1
    rw [div_pow, div_pow, ← add_div, div_eq_one_iff_eq (by positivity)]
    linear_combination -hN2
  · show -t * (-E / N) = E * (t / N)
    ring
  · show -t * (t / N) + x * (-E / N) = E * (-E / N)
    linear_combination hsec / N
  · intro F w hw hF
    have hsecF := secular_equation hw hF
    by_contra hlt
    have h : s < x - 2 * F := by linarith [not_le.1 hlt]
    have := mul_pos (sub_pos.2 h) (by linarith : 0 < x - 2 * F + s)
    nlinarith
```

## Frozen orbitals after a wrongly ordered start

Let the starting acceptor level be x₀ < 0. Then x₀/√(x₀² + 4t²) is negative, and f(x₀) > 1/2. The theorem states this for every lower orbital of H(x₀). Freezing means that this vector is kept, so d and U do not enter.

```lean
/-- Frozen orbitals from a wrongly ordered start `x₀ < 0`, with `t > 0`, put more than
half of the lower orbital on the acceptor. -/
theorem frozen_weight {t x₀ : ℝ} (ht : 0 < t) (hx : x₀ < 0) {v : Fin 2 → ℝ}
    (hv : IsLowerOrbital t x₀ v) : 1 / 2 < v 1 ^ 2 := by
  rw [lowerOrbital_weight ht hv, acceptorWeight]
  have : x₀ / √(x₀ ^ 2 + 4 * t ^ 2) < 0 := div_neg_of_neg_of_pos hx (by positivity)
  linarith
```

## Bounds and monotonicity for the correct order

Now let x ≥ d > 0. The fraction x/s is positive, so f(x) < 1/2. For the second bound, use s² − x² = 4t²:

f(x) = (s − x)/(2s) = 2t²/(s(s + x)).

Since s > x ≥ d, the product s(s + x) exceeds 2d², and therefore f(x) < t²/d². This bound is the familiar perturbative weight for weak coupling to a level at d. It is the sharper of the two when d² > 2t².

```lean
/-- If `t > 0` and the acceptor level is at least `d > 0`, the acceptor weight is below
both `1/2` and `t² / d²`. -/
theorem weight_lt {t d x : ℝ} (ht : 0 < t) (hd : 0 < d) (hdx : d ≤ x) :
    acceptorWeight t x < min (1 / 2) (t ^ 2 / d ^ 2) := by
  obtain ⟨s, hs⟩ : ∃ s, s = √(x ^ 2 + 4 * t ^ 2) := ⟨_, rfl⟩
  have hform : acceptorWeight t x = (1 - x / s) / 2 := by rw [hs, acceptorWeight]
  have hs0 : 0 < s := by rw [hs]; positivity
  have hs2 : s ^ 2 = x ^ 2 + 4 * t ^ 2 := by rw [hs]; exact Real.sq_sqrt (by positivity)
  have hx : 0 < x := hd.trans_le hdx
  have hxs : x < s := lt_of_pow_lt_pow_left₀ 2 hs0.le (by nlinarith [pow_pos ht 2])
  have hw0 : 0 < acceptorWeight t x := by
    rw [hform]
    linarith [(div_lt_one hs0).2 hxs]
  have hw : acceptorWeight t x * (2 * s) = s - x := by
    have hp : x / s * s = x := div_mul_cancel₀ _ hs0.ne'
    rw [hform]
    linear_combination -hp
  refine lt_min ?_ ?_
  · rw [hform]
    linarith [div_pos hx hs0]
  · rw [lt_div_iff₀ (by positivity)]
    have hprod : acceptorWeight t x * (s * (s + x)) = 2 * t ^ 2 := by
      linear_combination (s + x) / 2 * hw + hs2 / 2
    have h : 2 * d ^ 2 < s * (s + x) := by
      nlinarith [mul_self_le_mul_self hd.le hdx, mul_pos hx (sub_pos.2 hxs),
        mul_pos hs0 (sub_pos.2 hxs)]
    linarith [mul_lt_mul_of_pos_left h hw0]
```

For 0 ≤ x ≤ y, a higher acceptor level does not carry more weight. The claim is

x/√(x² + 4t²) ≤ y/√(y² + 4t²).

Cross-multiplying and squaring, which is allowed because both sides are nonnegative, reduces it to 4t²x² ≤ 4t²y².

```lean
/-- For `t > 0`, raising a nonnegative acceptor level does not increase its weight. -/
theorem weight_antitone {t x y : ℝ} (ht : 0 < t) (hx : 0 ≤ x) (hxy : x ≤ y) :
    acceptorWeight t y ≤ acceptorWeight t x := by
  have hy : 0 ≤ y := hx.trans hxy
  have h : x / √(x ^ 2 + 4 * t ^ 2) ≤ y / √(y ^ 2 + 4 * t ^ 2) := by
    rw [div_le_div_iff₀ (by positivity) (by positivity)]
    refine (sq_le_sq₀ (by positivity) (by positivity)).1 ?_
    rw [mul_pow, mul_pow, Real.sq_sqrt (by positivity), Real.sq_sqrt (by positivity)]
    have hsq : x ^ 2 ≤ y ^ 2 := (sq_le_sq₀ hx hy).2 hxy
    nlinarith [mul_le_mul_of_nonneg_left hsq (sq_nonneg t)]
  unfold acceptorWeight
  linarith
```

The weight also responds to level shifts at a bounded rate. Let s and r be the lengths of the vectors (x, 2t) and (y, 2t), and let (p, c) and (q, e) be the unit vectors along them. The squared distance between the two vectors is

(x − y)² = (s − r)² + s r [(p − q)² + (c − e)²].

Both lengths are at least 2t, so |p − q| ≤ |x − y|/(2t). Since f(x) = (1 − p)/2 and f(y) = (1 − q)/2,

|f(x) − f(y)| ≤ |x − y|/(4t).

In Lean, `hid` is the distance identity and `hsq` the squared bound on p − q.

```lean
/-- For `t > 0`, a shift of the acceptor level changes the weight by at most the shift
divided by `4t`. -/
theorem weight_lipschitz {t : ℝ} (ht : 0 < t) (x y : ℝ) :
    |acceptorWeight t x - acceptorWeight t y| ≤ |x - y| / (4 * t) := by
  -- `(p, c)` is the unit vector along `(z, 2t)`, and `s` is the length of the latter
  have key : ∀ z : ℝ, ∃ s p c : ℝ, 2 * t ≤ s ∧ p * s = z ∧ c * s = 2 * t ∧
      p ^ 2 + c ^ 2 = 1 ∧ acceptorWeight t z = (1 - p) / 2 := by
    intro z
    have h0 : 0 < √(z ^ 2 + 4 * t ^ 2) := by positivity
    have h2 : √(z ^ 2 + 4 * t ^ 2) ^ 2 = z ^ 2 + 4 * t ^ 2 := Real.sq_sqrt (by positivity)
    refine ⟨√(z ^ 2 + 4 * t ^ 2), z / √(z ^ 2 + 4 * t ^ 2), 2 * t / √(z ^ 2 + 4 * t ^ 2),
      ?_, div_mul_cancel₀ _ h0.ne', div_mul_cancel₀ _ h0.ne', ?_, rfl⟩
    · exact (Real.le_sqrt' (by positivity)).2 (by nlinarith [sq_nonneg z])
    · rw [div_pow, div_pow, ← add_div, div_eq_one_iff_eq (by positivity)]
      linear_combination -h2
  obtain ⟨s, p, c, hs, hx, hc, h1, hwx⟩ := key x
  obtain ⟨r, q, e, hr, hy, he, h2, hwy⟩ := key y
  have hid : (x - y) ^ 2 = (s - r) ^ 2 + s * r * ((p - q) ^ 2 + (c - e) ^ 2) := by
    have h : c * s - e * r = 0 := by linarith
    rw [← hx, ← hy]
    linear_combination (s ^ 2 - s * r) * h1 + (r ^ 2 - s * r) * h2 - (c * s - e * r) * h
  have hsr : 2 * t * (2 * t) ≤ s * r := mul_le_mul hs hr (by positivity) (by linarith)
  have hsq : ((p - q) * (2 * t)) ^ 2 ≤ (x - y) ^ 2 := by
    have a := mul_le_mul_of_nonneg_right hsr (sq_nonneg (p - q))
    have b : 0 ≤ s * r * (c - e) ^ 2 :=
      mul_nonneg (le_trans (by positivity) hsr) (sq_nonneg _)
    nlinarith [sq_nonneg (s - r)]
  have hab := sq_le_sq.1 hsq
  rw [abs_mul, abs_of_pos (by positivity : 0 < 2 * t)] at hab
  rw [hwx, hwy, le_div_iff₀ (by positivity),
    show (1 - p) / 2 - (1 - q) / 2 = -((p - q) / 2) by ring, abs_neg, abs_div, abs_two]
  linarith
```

## Exactly one self-consistent weight

Let t > 0, d > 0 and U ≥ 0. A self-consistent n is a square, hence nonnegative, and it satisfies n = f(d + Un).

For uniqueness, suppose that a > b are both self-consistent. Then d + Ua ≥ d + Ub ≥ 0, and monotonicity gives a = f(d + Ua) ≤ f(d + Ub) = b, a contradiction.

For existence, consider the continuous function g(n) = n − f(d + Un) on [0, 1]. At 0 it is not positive, because a weight is nonnegative. At 1 it is not negative, because the weight is below 1/2. The intermediate value theorem gives a zero, and the lower orbital at that acceptor level makes the zero self-consistent in the sense of the definition.

The bound follows from d + Un ≥ d:

n < min(1/2, t²/d²).

In the theorem, `∃!` ranges over all real numbers, so no second solution is excluded by restricting the search. What is unique is the weight; the orbital still has a free sign.

```lean
/-- For `t > 0`, `d > 0` and `U ≥ 0` there is exactly one self-consistent acceptor weight,
and it is below both `1/2` and `t² / d²`. -/
theorem selfConsistent_unique {t d U : ℝ} (ht : 0 < t) (hd : 0 < d) (hU : 0 ≤ U) :
    (∃! n, IsSelfConsistent t d U n) ∧
      ∀ n, IsSelfConsistent t d U n → n < min (1 / 2) (t ^ 2 / d ^ 2) := by
  have fix : ∀ n, IsSelfConsistent t d U n → 0 ≤ n ∧ n = acceptorWeight t (d + U * n) := by
    rintro n ⟨v, hv, hn⟩
    exact ⟨hn ▸ sq_nonneg _, hn.trans (lowerOrbital_weight ht hv)⟩
  have le : ∀ a b, IsSelfConsistent t d U a → IsSelfConsistent t d U b → a ≤ b := by
    intro a b ha hb
    by_contra hlt
    have hba : b ≤ a := (not_le.1 hlt).le
    have hb0 := (fix b hb).1
    have h := weight_antitone ht (by positivity : 0 ≤ d + U * b)
      (by gcongr : d + U * b ≤ d + U * a)
    rw [← (fix a ha).2, ← (fix b hb).2] at h
    exact hlt h
  refine ⟨?_, fun n hn => ?_⟩
  · -- existence by the intermediate value theorem on `[0, 1]`
    have hcont : Continuous (fun n : ℝ => n - acceptorWeight t (d + U * n)) := by
      unfold acceptorWeight
      refine continuous_id.sub ((continuous_const.sub
        (Continuous.div (by fun_prop) (by fun_prop) fun n => ?_)).div_const 2)
      have : 0 < √((d + U * n) ^ 2 + 4 * t ^ 2) := by positivity
      exact this.ne'
    have h0 : 0 - acceptorWeight t (d + U * 0) ≤ 0 := by
      obtain ⟨v, hv⟩ := exists_lowerOrbital ht (d + U * 0)
      rw [← lowerOrbital_weight ht hv]
      linarith [sq_nonneg (v 1)]
    have h1 : 0 ≤ 1 - acceptorWeight t (d + U * 1) := by
      have := (lt_min_iff.1 (weight_lt ht hd (by linarith : d ≤ d + U * 1))).1
      linarith
    obtain ⟨n, -, hn⟩ := intermediate_value_Icc (zero_le_one' ℝ) hcont.continuousOn ⟨h0, h1⟩
    obtain ⟨v, hv⟩ := exists_lowerOrbital ht (d + U * n)
    have hsc : IsSelfConsistent t d U n :=
      ⟨v, hv, (sub_eq_zero.1 hn).trans (lowerOrbital_weight ht hv).symm⟩
    exact ⟨n, hsc, fun m hm => le_antisymm (le m n hm hsc) (le n m hsc hm)⟩
  · obtain ⟨hn0, hfix⟩ := fix n hn
    have h := weight_lt ht hd (by linarith [mul_nonneg hU hn0] : d ≤ d + U * n)
    rwa [← hfix] at h
```

## Convergence of repeated updates

Existence of a solution does not yet say that a self-consistency loop reaches it. Let the loop be

mₖ₊₁ = f(d + U mₖ),

and let n be a self-consistent weight. The rate bound gives

|mₖ₊₁ − n| ≤ (U/(4t)) |mₖ − n|.

For 0 ≤ U < 4t the factor is below 1. By induction the error after k updates is at most (U/(4t))ᵏ |m₀ − n|, which tends to zero; this is `bound` in the code. `Tendsto m atTop (𝓝 n)` states the convergence.

The starting value m₀ is any real number, so it may be the weight f(x₀) > 1/2 of the wrongly ordered frozen orbital. The theorem takes the self-consistent weight as given; for d > 0 the previous theorem supplies it. The condition U < 4t is sufficient, and for larger U the theorem makes no statement about the loop.

```lean
/-- For `t > 0` and `0 ≤ U < 4t`, repeated updating of the acceptor weight converges from
every starting value to a given self-consistent weight. -/
theorem iteration_converges {t d U n : ℝ} (ht : 0 < t) (hU : 0 ≤ U) (hUt : U < 4 * t)
    (hn : IsSelfConsistent t d U n) (m : ℕ → ℝ)
    (hm : ∀ k, m (k + 1) = acceptorWeight t (d + U * m k)) :
    Tendsto m atTop (𝓝 n) := by
  obtain ⟨v, hv, hnv⟩ := hn
  have hfix : acceptorWeight t (d + U * n) = n := (hnv.trans (lowerOrbital_weight ht hv)).symm
  have hq : 0 ≤ U / (4 * t) := by positivity
  -- each update shrinks the error by the factor `U / (4t)`
  have bound : ∀ k, |m k - n| ≤ (U / (4 * t)) ^ k * |m 0 - n| := by
    intro k
    induction k with
    | zero => simp
    | succ k ih =>
      have h := weight_lipschitz ht (d + U * m k) (d + U * n)
      rw [hfix, ← hm, show d + U * m k - (d + U * n) = U * (m k - n) by ring,
        abs_mul, abs_of_nonneg hU] at h
      calc |m (k + 1) - n| ≤ U * |m k - n| / (4 * t) := h
        _ = U / (4 * t) * |m k - n| := by ring
        _ ≤ U / (4 * t) * ((U / (4 * t)) ^ k * |m 0 - n|) :=
          mul_le_mul_of_nonneg_left ih hq
        _ = (U / (4 * t)) ^ (k + 1) * |m 0 - n| := by ring
  have hlim := (tendsto_pow_atTop_nhds_zero_of_lt_one hq
    ((div_lt_one (by positivity)).2 hUt)).mul_const |m 0 - n|
  rw [zero_mul] at hlim
  exact tendsto_iff_norm_sub_tendsto_zero.2 (squeeze_zero (fun k => norm_nonneg _)
    (fun k => by rw [Real.norm_eq_abs]; exact bound k) hlim)

end

end GWStartingPoint
```

```lean
#print axioms GWStartingPoint.frozen_weight
-- 'GWStartingPoint.frozen_weight' depends on axioms: [propext, Classical.choice, Quot.sound]
#print axioms GWStartingPoint.selfConsistent_unique
-- 'GWStartingPoint.selfConsistent_unique' depends on axioms: [propext, Classical.choice, Quot.sound]
#print axioms GWStartingPoint.iteration_converges
-- 'GWStartingPoint.iteration_converges' depends on axioms: [propext, Classical.choice, Quot.sound]
```
